# The first-order change of exp(T) for nilpotent T is exp(T) times a finite commutator series

In coupled-cluster theory the correlated state is $\exp(T)$ acting on a reference determinant, and a response calculation asks how this wave operator changes when the cluster operator $T$ changes by a small amount along $V$. If $V$ does not commute with $T$, the first-order change need not be $\exp(T)V$, but for nilpotent $T$ it is $\exp(T)$ times a finite series of nested commutators.

```lean
import Mathlib

open Finset

namespace ClusterExponentialVariation

noncomputable section

variable {A : Type*} [Ring A] [Algebra ℚ A]

/-- The commutator with the cluster operator `T`, as the linear map `X ↦ X T - T X`. -/
def comm (T : A) : A →ₗ[ℚ] A := LinearMap.mulRight ℚ T - LinearMap.mulLeft ℚ T

/-- The sum of all products of `m` factors in which one factor is `V` and the others are `T`. -/
def insertions (T V : A) (m : ℕ) : A := ∑ j ∈ range m, T ^ j * V * T ^ (m - 1 - j)

/-- The commutator map sends `X` to `X T - T X`. -/
theorem comm_apply (T X : A) : comm T X = X * T - T * X := by
  simp [comm]

omit [Algebra ℚ A] in
/-- In a product of `m + 1` factors, `V` stands either behind a leading `T` or in front. -/
theorem insertions_succ (T V : A) (m : ℕ) :
    insertions T V (m + 1) = T * insertions T V m + V * T ^ m := by
  unfold insertions
  rw [Finset.sum_range_succ', Finset.mul_sum]
  congr 1
  · refine Finset.sum_congr rfl fun j _ => ?_
    rw [show m + 1 - 1 - (j + 1) = m - 1 - j by omega, pow_succ' T j]
    simp only [mul_assoc]
  · simp

/-- The commutator of `V` with a power of `T` is the sum of all insertions of `V T - T V`. -/
theorem insertions_comm (T V : A) (m : ℕ) :
    insertions T (comm T V) m = V * T ^ m - T ^ m * V := by
  induction m with
  | zero => simp [insertions]
  | succ m ih =>
    rw [insertions_succ, ih, comm_apply, pow_succ' T m]
    simp only [mul_sub, sub_mul, mul_assoc]
    abel

/-- Moving all factors `T` to the left turns the insertions of `V` into nested commutators
with binomial weights. -/
theorem insertions_eq_nested (T V : A) (m : ℕ) :
    insertions T V m =
      ∑ k ∈ range m, (m.choose (k + 1) : ℚ) • (T ^ (m - 1 - k) * (comm T ^ k) V) := by
  induction m generalizing V with
  | zero => simp [insertions]
  | succ m ih =>
    have hV : V * T ^ m = insertions T (comm T V) m + T ^ m * V := by
      rw [insertions_comm]; abel
    -- the two halves of Pascal's rule
    have h1 : ∑ k ∈ range (m + 1), (m.choose (k + 1) : ℚ) • (T ^ (m - k) * (comm T ^ k) V)
        = T * insertions T V m := by
      rw [Finset.sum_range_succ, Nat.choose_succ_self, ih V, Finset.mul_sum]
      simp only [Nat.cast_zero, zero_smul, add_zero]
      refine Finset.sum_congr rfl fun k hk => ?_
      have hk' := Finset.mem_range.mp hk
      rw [mul_smul_comm, ← mul_assoc, ← pow_succ', show m - 1 - k + 1 = m - k by omega]
    have h2 : ∑ k ∈ range (m + 1), (m.choose k : ℚ) • (T ^ (m - k) * (comm T ^ k) V)
        = insertions T (comm T V) m + T ^ m * V := by
      rw [Finset.sum_range_succ', ih (comm T V)]
      congr 1
      · refine Finset.sum_congr rfl fun k _ => ?_
        rw [show m - (k + 1) = m - 1 - k by omega, pow_succ (comm T) k, Module.End.mul_apply]
      · simp
    rw [insertions_succ, hV, ← h1, ← h2, ← Finset.sum_add_distrib]
    refine Finset.sum_congr rfl fun k _ => ?_
    rw [Nat.choose_succ_succ' m k, Nat.add_sub_cancel, Nat.cast_add]
    module

/-- If `T ^ n = 0`, a `k`-fold commutator of `V` with `T`, multiplied by `i` factors `T` on the
left and `j` on the right, vanishes as soon as `i + j + k + 1 ≥ 2 n`. -/
theorem nested_comm_terminates {T : A} {n : ℕ} (hT : T ^ n = 0) (V : A) (k i j : ℕ)
    (h : 2 * n ≤ i + j + k + 1) : T ^ i * (comm T ^ k) V * T ^ j = 0 := by
  induction k generalizing i j with
  | zero =>
    rcases (by omega : n ≤ i ∨ n ≤ j) with hi | hj
    · rw [pow_eq_zero_of_le hi hT, zero_mul, zero_mul]
    · rw [pow_eq_zero_of_le hj hT, mul_zero]
  | succ k ih =>
    have a := ih i (j + 1) (by omega)
    have b := ih (i + 1) j (by omega)
    rw [pow_succ' T j] at a
    rw [pow_succ T i] at b
    rw [pow_succ' (comm T) k, Module.End.mul_apply, comm_apply]
    simp only [mul_sub, sub_mul, mul_assoc] at a b ⊢
    rw [a, b, sub_zero]

/-- For a nilpotent cluster operator `T`, the exponential series with one factor `T` replaced by
`V` in all possible ways equals `exp T` times a finite series of nested commutators. -/
theorem exp_variation {T : A} {n N : ℕ} (hT : T ^ n = 0) (hN : 2 * n ≤ N + 1) (V : A) :
    ∑ m ∈ range (N + 1), (m.factorial : ℚ)⁻¹ • insertions T V m =
      IsNilpotent.exp T *
        ∑ k ∈ range N, ((k + 1).factorial : ℚ)⁻¹ • (comm T ^ k) V := by
  have hTN : T ^ N = 0 := pow_eq_zero_of_le (by omega) hT
  -- each order is one diagonal of a Cauchy product
  have hL : ∀ m : ℕ, ((m + 1).factorial : ℚ)⁻¹ • insertions T V (m + 1) =
      ∑ k ∈ range (m + 1), (((m - k).factorial : ℚ)⁻¹ * ((k + 1).factorial : ℚ)⁻¹) •
        (T ^ (m - k) * (comm T ^ k) V) := by
    intro m
    rw [insertions_eq_nested, Finset.smul_sum]
    refine Finset.sum_congr rfl fun k hk => ?_
    have hk' := Finset.mem_range.mp hk
    have hc : ((m + 1).factorial : ℚ)⁻¹ * ((m + 1).choose (k + 1) : ℚ) =
        ((m - k).factorial : ℚ)⁻¹ * ((k + 1).factorial : ℚ)⁻¹ := by
      rw [Nat.cast_choose ℚ (by omega : k + 1 ≤ m + 1), show m + 1 - (k + 1) = m - k by omega]
      have h1 : ((m + 1).factorial : ℚ) ≠ 0 := Nat.cast_ne_zero.mpr (Nat.factorial_ne_zero _)
      rw [div_eq_mul_inv, ← mul_assoc, inv_mul_cancel₀ h1, one_mul, mul_inv, mul_comm]
    rw [smul_smul, hc, Nat.add_sub_cancel]
  have h0 : insertions T V 0 = 0 := by simp [insertions]
  rw [Finset.sum_range_succ', h0, smul_zero, add_zero, Finset.sum_congr rfl fun m _ => hL m,
    Finset.sum_range_diag_flip N (fun k i =>
      ((i.factorial : ℚ)⁻¹ * ((k + 1).factorial : ℚ)⁻¹) • (T ^ i * (comm T ^ k) V)),
    IsNilpotent.exp_eq_sum hTN, Finset.sum_mul_sum, Finset.sum_comm (s := range N) (t := range N)]
  refine Finset.sum_congr rfl fun k _ => ?_
  simp only [smul_mul_smul_comm]
  -- the terms outside the triangle vanish
  refine Finset.sum_subset (fun i hi => ?_) (fun i _ hi => ?_)
  · simp only [Finset.mem_range] at *
    omega
  · simp only [Finset.mem_range] at hi
    have hz := nested_comm_terminates hT V k i 0 (by omega)
    rw [pow_zero, mul_one] at hz
    rw [hz, smul_zero]

omit [Algebra ℚ A] in
/-- If `e * e = 0` and `e` commutes with `T` and `V`, then replacing `T` by `T + e V` changes a
power of `T` by `e` times the sum of all insertions of `V`. -/
theorem pow_response {T V e : A} (he : e * e = 0) (heT : e * T = T * e) (heV : e * V = V * e)
    (m : ℕ) : (T + e * V) ^ m = T ^ m + e * insertions T V m := by
  induction m with
  | zero => simp [insertions]
  | succ m ih =>
    have h1 : T * (e * insertions T V m) = e * (T * insertions T V m) := by
      rw [← mul_assoc, ← heT, mul_assoc]
    have h2 : e * V * (e * insertions T V m) = 0 := by
      rw [heV, mul_assoc, ← mul_assoc e e, he, zero_mul, mul_zero]
    rw [pow_succ' (T + e * V) m, ih, insertions_succ, pow_succ' T m,
      add_mul, mul_add, mul_add, mul_add, h1, h2, mul_assoc e V]
    abel

/-- First-order response of the wave operator: if a nilpotent `T` changes by `e V`, where `e * e =
0` and `e` commutes with `T` and `V`, then `exp T` changes by `e` times `exp T` times the finite
nested-commutator series of `V`. -/
theorem wave_operator_response {T V e : A} {n N : ℕ} (hT : T ^ n = 0) (hN : 2 * n ≤ N + 1)
    (he : e * e = 0) (heT : e * T = T * e) (heV : e * V = V * e) :
    IsNilpotent.exp (T + e * V) = IsNilpotent.exp T + e * (IsNilpotent.exp T *
      ∑ k ∈ range N, ((k + 1).factorial : ℚ)⁻¹ • (comm T ^ k) V) := by
  have hTN : T ^ (N + 1) = 0 := pow_eq_zero_of_le (by omega) hT
  have hI : insertions T V (N + 1) = 0 := by
    refine Finset.sum_eq_zero fun j hj => ?_
    have hj' := Finset.mem_range.mp hj
    exact nested_comm_terminates hT V 0 j (N + 1 - 1 - j) (by omega)
  have hP : (T + e * V) ^ (N + 1) = 0 := by
    rw [pow_response he heT heV, hTN, hI, mul_zero, add_zero]
  rw [← exp_variation hT hN V, IsNilpotent.exp_eq_sum hP, IsNilpotent.exp_eq_sum hTN,
    Finset.mul_sum, ← Finset.sum_add_distrib]
  refine Finset.sum_congr rfl fun m _ => ?_
  rw [pow_response he heT heV, smul_add, mul_smul_comm]

/-- A nilpotent 4 × 4 matrix in the role of the cluster operator. -/
def exT : Matrix (Fin 4) (Fin 4) ℚ := !![0, 0, 1, 0; 0, 0, 0, 1; 0, 0, 0, 0; 0, 0, 0, 0]

/-- A 4 × 4 matrix in the role of the change of the cluster operator. -/
def exV : Matrix (Fin 4) (Fin 4) ℚ := !![0, 0, 0, 0; 0, 0, 0, 0; 1, 0, 0, 0; 0, 1, 0, 0]

/-- A 4 × 4 matrix in the role of the first-order parameter. -/
def exE : Matrix (Fin 4) (Fin 4) ℚ := !![0, 1, 0, 0; 0, 0, 0, 0; 0, 0, 0, 1; 0, 0, 0, 0]

/-- The three matrices satisfy the hypotheses of the response theorem with `n = 2`, while `exT`
and `exV` do not commute. -/
theorem wave_operator_response_witness :
    exT ^ 2 = 0 ∧ exE * exE = 0 ∧ exE * exT = exT * exE ∧ exE * exV = exV * exE ∧
      exT * exV ≠ exV * exT := by
  refine ⟨?_, ?_, ?_, ?_, fun h => ?_⟩
  · rw [pow_two]
    ext i j
    fin_cases i <;> fin_cases j <;> simp [exT, Matrix.mul_apply, Fin.sum_univ_four]
  · ext i j
    fin_cases i <;> fin_cases j <;> simp [exE, Matrix.mul_apply, Fin.sum_univ_four]
  · ext i j
    fin_cases i <;> fin_cases j <;> simp [exE, exT, Matrix.mul_apply, Fin.sum_univ_four]
  · ext i j
    fin_cases i <;> fin_cases j <;> simp [exE, exV, Matrix.mul_apply, Fin.sum_univ_four]
  · have h00 := congrFun (congrFun h 0) 0
    simp [exT, exV, Matrix.mul_apply, Fin.sum_univ_four] at h00

end

end ClusterExponentialVariation
```

```lean
#print axioms ClusterExponentialVariation.wave_operator_response
```

```
'ClusterExponentialVariation.wave_operator_response' depends on axioms: [propext, Classical.choice, Quot.sound]
```

## Insertions on one side, commutators on the other

Let $T$ and $V$ be elements of an algebra $A$ over the rational numbers, with $T^n=0$ for some natural number $n$. Nothing is assumed about $V$. Define the linear map

$$D(X)=XT-TX,$$

and let $I_m(V)$ be the sum of all products of $m$ factors in which one factor is $V$ and the others are $T$:

$$I_m(V)=\sum_{j=0}^{m-1}T^j\,V\,T^{m-1-j},\qquad I_0(V)=0.$$

In the file these are `comm T` and `insertions T V m`. The order of the commutator matters: $D(X)$ is $[X,T]$, and with $[T,X]$ the odd terms of the series would change sign.

The theorem `exp_variation` says that for every cutoff $N$ with $2n\le N+1$,

$$\sum_{m=0}^{N}\frac{1}{m!}\,I_m(V)=\exp(T)\sum_{k=0}^{N-1}\frac{1}{(k+1)!}\,D^k(V).$$

Lean's `range (N + 1)` runs from $0$ to $N$, and `comm T ^ k` is the $k$-fold composition of the map $D$. Raising the cutoff adds only zeros to either side, so these finite sums are the complete series.

The theorem `wave_operator_response` turns this into a statement about the exponential itself. It introduces a further element $e$ of $A$ that satisfies $e^2=0$ and commutes with both $T$ and $V$, and concludes

$$\exp(T+eV)=\exp(T)+e\,\exp(T)\sum_{k=0}^{N-1}\frac{1}{(k+1)!}\,D^k(V).$$

The condition $e^2=0$ is the algebraic form of "keep only first order": $e$ plays the part of a perturbation strength whose square is discarded. No limit is taken, and the equation is exact in $A$. An ordinary operator algebra $B$ may contain no suitable $e$ except zero. To apply the theorem to $T$ and $V$ in $B$, take for $A$ the algebra of formal sums $x+ey$ with $x,y\in B$, where $e$ commutes with everything and $e^2=0$. The coefficient of $e$ is then the first-order change.

## Cluster operators that meet the hypotheses

The rational algebra covers the physical cases, since every complex operator algebra is also an algebra over $\mathbb{Q}$. Rational scalars are all that the factorials need.

Nilpotency stands for the finite supply of electrons to excite. In single-reference theory every term of $T$ moves at least one electron from an occupied to a virtual orbital, so with $p$ occupied spin orbitals $T^{p+1}=0$. The theorem assumes $T^n=0$ and does not derive it from a second-quantised form of $T$.

If $V$ is also a pure excitation operator, with the same occupied and the same virtual orbitals, it commutes with $T$. Then $D(V)=0$, only the term $k=0$ survives, and the change is the familiar $\exp(T)V$. The higher commutators can contribute when $V$ is not a pure excitation operator, as can happen when the orbitals are varied, or when the excitation operators themselves fail to commute, as in internally contracted multireference theories. For such wave operators the result gives the exact first-order response, provided that $T$ is nilpotent. It does not apply to unitary coupled cluster, where a nonzero anti-Hermitian generator is not nilpotent, and it says nothing about amplitude equations, energies or second-order response.

The matrices `exT`, `exV` and `exE` show that the hypotheses of the response theorem can be met by a noncommuting pair. In $2\times2$ blocks, `exT` raises a two-level system, `exV` lowers it, and `exE` acts inside each block as a nonzero matrix with square zero. The theorem `wave_operator_response_witness` checks the required relations with $n=2$, and compares one matrix entry to show that `exT` and `exV` do not commute.

## Moving every T to the left

The derivation starts by sorting the words in $I_{m+1}(V)$ by their first factor. Either it is $T$, followed by a word of length $m$ containing $V$, or it is $V$:

$$I_{m+1}(V)=T\,I_m(V)+V\,T^m.$$

This is `insertions_succ`, which splits off the term $j=0$ and takes a factor $T$ out of the rest.

Next, inserting $D(V)$ in place of $V$ gives a telescoping sum:

$$I_m(D(V))=\sum_{j=0}^{m-1}\left(T^jVT^{m-j}-T^{j+1}VT^{m-1-j}\right)=VT^m-T^mV.$$

Lean proves this as `insertions_comm`, by induction on $m$ with the recursion above.

Together these give the binomial formula of `insertions_eq_nested`,

$$I_m(V)=\sum_{k=0}^{m-1}\binom{m}{k+1}T^{m-1-k}D^k(V).$$

It holds for $m=0$, where both sides are empty sums. Suppose that it holds at order $m$ for every $V$. Replacing $VT^m$ in the recursion by means of the telescoping identity gives

$$I_{m+1}(V)=T\,I_m(V)+I_m(D(V))+T^mV.$$

By the induction hypothesis, the first term is

$$T\,I_m(V)=\sum_{k=0}^{m}\binom{m}{k+1}T^{m-k}D^k(V),$$

where the added term $k=m$ has coefficient zero. The hypothesis applied to $D(V)$, with the summation index shifted by one, gives

$$I_m(D(V))+T^mV=\sum_{k=0}^{m}\binom{m}{k}T^{m-k}D^k(V).$$

Pascal's rule $\binom{m}{k}+\binom{m}{k+1}=\binom{m+1}{k+1}$ adds the two sums to the formula at order $m+1$. They are `h1` and `h2` in the proof, and `generalizing V` is what allows the hypothesis to be used for $D(V)$.

## Where the series stops

The lemma `nested_comm_terminates` states that

$$T^i\,D^k(V)\,T^j=0\quad\text{whenever}\quad i+j+k+1\ge 2n.$$

For $k=0$ the condition forces $i\ge n$ or $j\ge n$, since otherwise $i+j\le 2n-2$. One of the outer powers is then zero. For the induction step, write

$$T^iD^{k+1}(V)T^j=T^iD^k(V)T^{j+1}-T^{i+1}D^k(V)T^j.$$

Both terms have one more outer factor $T$ and one commutator less, so the condition still holds and each vanishes by the induction hypothesis. These two terms are `a` and `b` in the Lean proof.

## From a triangle to a product

In the main sum the term $m=0$ vanishes. Shift the index, so that the remaining orders are $m+1$ with $0\le m<N$. The binomial formula and

$$\frac{1}{(m+1)!}\binom{m+1}{k+1}=\frac{1}{(m-k)!\,(k+1)!}$$

turn the left-hand side into

$$\sum_{m=0}^{N-1}\sum_{k=0}^{m}\frac{T^{m-k}}{(m-k)!}\,\frac{D^k(V)}{(k+1)!}.$$

With $i=m-k$, this is a sum over the triangle $i+k<N$.

On the right-hand side, the cutoff condition implies $n\le N$, so $T^N=0$ and $\exp(T)=\sum_{i=0}^{N-1}T^i/i!$. Multiplying out gives the same terms, now over the whole square $0\le i,k<N$. A term outside the triangle has $i+k\ge N$, hence $i+k+1\ge N+1\ge 2n$, and it vanishes by the termination lemma with $j=0$. The two sides are therefore equal.

The proof of `exp_variation` follows this route. Its local statement `hL` is the factorial identity applied to each order, `Finset.sum_range_diag_flip` reorders the triangle, and `Finset.sum_subset` extends it to the square once the additional terms are known to be zero.

## The response of the exponential

For powers, `pow_response` proves

$$(T+eV)^m=T^m+e\,I_m(V).$$

The case $m=0$ is immediate. In the induction step,

$$(T+eV)\left(T^m+e\,I_m(V)\right)=T^{m+1}+e\left(T\,I_m(V)+VT^m\right)+eVe\,I_m(V).$$

The bracket is $I_{m+1}(V)$ by the recursion, and the last term is zero because $eVe=Ve^2=0$. The hypothesis that $e$ commutes with $T$ was used to bring $e$ to the front of $T\,e\,I_m(V)$.

Mathlib's `IsNilpotent.exp` represents the exponential only for nilpotent elements, so the nilpotency of $T+eV$ has to be established as well. At order $N+1$ we have $T^{N+1}=0$, and every word in $I_{N+1}(V)$ vanishes by the termination lemma with $k=0$. Hence $(T+eV)^{N+1}=0$, which is `hP`. Both exponentials can now be summed from $m=0$ to $N$:

$$\exp(T+eV)=\sum_{m=0}^{N}\frac{T^m+e\,I_m(V)}{m!}=\exp(T)+e\sum_{m=0}^{N}\frac{1}{m!}\,I_m(V).$$

Replacing the last sum by means of `exp_variation` gives the response formula.
